# The Michel–Wightman limit: the covariantly normalised spin density matrix of a free Dirac particle stays finite as its mass vanishes at fixed momentum

"High energy" is modelled here by letting the mass $m$ decrease to zero while the momentum and the polarisation stay fixed. What counts physically is that $m$ becomes small compared with the momentum. The spin four-vector contains $1/m$, so the limit is taken through positive masses only, and the value at $m=0$ plays no part. The density matrix is normalised to trace $2m$, which corresponds to spinors with $\bar uu=2m$. Scaled to trace 1, it would diverge in this limit.

For a free spin-½ particle, the limit supplies the polarisation matrix to use in a scattering trace when the mass is neglected. Antiparticles and interactions are not treated.

## Vectors, gamma matrices and polarisation

Units have $\hbar=c=1$.

```lean
import Mathlib

open Filter Topology Matrix

noncomputable section

namespace MichelWightmanLimit

/-- Complex four-by-four matrices acting on Dirac spinors. -/
abbrev SpinMatrix := Matrix (Fin 4) (Fin 4) ℂ
```

A four-vector is a pair $a=(\tau_a,\mathbf a)$ of a time component and a spatial vector with components $a_0,a_1,a_2$. The Minkowski product is $a\cdot b=\tau_a\tau_b-\mathbf a\cdot\mathbf b$.

```lean
/-- A real four-vector, written as a pair (time component, spatial vector). -/
abbrev FourVector := ℝ × (Fin 3 → ℝ)

/-- The Minkowski product with signature (+,-,-,-). -/
def mink (a b : FourVector) : ℝ := a.1 * b.1 - a.2 ⬝ᵥ b.2
```

The matrices $\gamma_0,\dots,\gamma_3$ are any complex $4\times4$ matrices obeying the Dirac algebra. They are the matrices usually written with upper indices, $\gamma^0,\dots,\gamma^3$. No representation is chosen and no hermiticity is assumed.

```lean
/-- The Dirac algebra: the time matrix squares to 1, the three space matrices square to -1,
and different matrices anticommute. -/
structure IsDirac (γ : Fin 4 → SpinMatrix) : Prop where
  sq0 : γ 0 * γ 0 = 1
  sq1 : γ 1 * γ 1 = -1
  sq2 : γ 2 * γ 2 = -1
  sq3 : γ 3 * γ 3 = -1
  a01 : γ 1 * γ 0 = -(γ 0 * γ 1)
  a02 : γ 2 * γ 0 = -(γ 0 * γ 2)
  a03 : γ 3 * γ 0 = -(γ 0 * γ 3)
  a12 : γ 2 * γ 1 = -(γ 1 * γ 2)
  a13 : γ 3 * γ 1 = -(γ 1 * γ 3)
  a23 : γ 3 * γ 2 = -(γ 2 * γ 3)
```

The slash is $\not a=\tau_a\gamma_0-a_0\gamma_1-a_1\gamma_2-a_2\gamma_3$, and $\gamma_5=i\gamma_0\gamma_1\gamma_2\gamma_3$.

```lean
/-- The Feynman slash of a four-vector. -/
def slash (γ : Fin 4 → SpinMatrix) (a : FourVector) : SpinMatrix :=
  (a.1 : ℂ) • γ 0 - (a.2 0 : ℂ) • γ 1 - (a.2 1 : ℂ) • γ 2 - (a.2 2 : ℂ) • γ 3

/-- The chirality matrix, i times the product of the four gamma matrices. -/
def gamma5 (γ : Fin 4 → SpinMatrix) : SpinMatrix :=
  Complex.I • (γ 0 * γ 1 * γ 2 * γ 3)
```

A particle with momentum $q\mathbf n$, where $\mathbf n$ is a unit vector, has energy $E=\sqrt{q^2+m^2}$ and four-momentum $p=(E,q\mathbf n)$.

```lean
/-- The relativistic energy at momentum q and mass m. -/
def energy (q m : ℝ) : ℝ := √(q ^ 2 + m ^ 2)

/-- The four-momentum of a particle of mass m with spatial momentum q n. -/
def momentum (q m : ℝ) (n : Fin 3 → ℝ) : FourVector := (energy q m, q • n)
```

In the rest frame the polarisation is $z\mathbf n+\mathbf t$, with $\mathbf t$ transverse. Boosting it along $\mathbf n$ gives $s=\frac zm(q,E\mathbf n)+(0,\mathbf t)$. Physical states have $z^2+\mathbf t\cdot\mathbf t\le1$, a bound that the theorems do not need.

```lean
/-- The spin four-vector with longitudinal part z and transverse part t, for m ≠ 0. -/
def spinVector (q m z : ℝ) (n t : Fin 3 → ℝ) : FourVector :=
  (z / m) • ((q, energy q m • n) : FourVector) + (0, t)
```

The density matrix is $\rho_m=\frac12(\not p+m)(1+\gamma_5\not s)$. It has the covariant normalisation, with trace $2m$ instead of 1.

```lean
/-- The spin density matrix (pslash + m)(1 + gamma5 sslash)/2 of a particle of mass m ≠ 0. -/
def density (γ : Fin 4 → SpinMatrix) (q m z : ℝ) (n t : Fin 3 → ℝ) : SpinMatrix :=
  (1 / 2 : ℂ) • ((slash γ (momentum q m n) + (m : ℂ) • 1) *
    (1 + gamma5 γ * slash γ (spinVector q m z n t)))
```

The last definition, `masslessDensity`, is the candidate for the limit and enters in part (g).

```lean
/-- The massless density matrix kslash (1 - z gamma5 + gamma5 tslash)/2 with k = (q, q n). -/
def masslessDensity (γ : Fin 4 → SpinMatrix) (q z : ℝ) (n t : Fin 3 → ℝ) : SpinMatrix :=
  (1 / 2 : ℂ) • (slash γ (q, q • n) *
    (1 - (z : ℂ) • gamma5 γ + gamma5 γ * slash γ (0, t)))
```

## (a) Linearity of the slash

Show for real $c,d$ and four-vectors $a,b,e$ that the slash of $ca-db+e$ is $c\not a-d\not b+\not e$.

The time component of the combination is $c\tau_a-d\tau_b+\tau_e$, and its spatial components are $ca_i-db_i+e_i$. Insert these into the definition and collect the terms in $c$, in $d$ and in neither. In Lean, `simp only` writes out the components and `module` collects them.

```lean
/-- The slash is linear in the four-vector. -/
theorem slash_combination (γ : Fin 4 → SpinMatrix) (c d : ℝ) (a b e : FourVector) :
    slash γ (c • a - d • b + e) = (c : ℂ) • slash γ a - (d : ℂ) • slash γ b + slash γ e := by
  simp only [slash, Prod.fst_add, Prod.snd_add, Prod.fst_sub, Prod.snd_sub, Prod.smul_fst,
    Prod.smul_snd, Pi.add_apply, Pi.sub_apply, Pi.smul_apply, smul_eq_mul,
    Complex.ofReal_add, Complex.ofReal_sub, Complex.ofReal_mul]
  module
```

## (b) The anticommutator of two slashed vectors

Show that
$$\not a\not b+\not b\not a=2(a\cdot b)\,1 .$$

Expand both products. Terms with two different gamma matrices cancel, because those matrices anticommute. The squares leave $2\tau_a\tau_b\gamma_0^2=2\tau_a\tau_b$ and $2a_ib_i\gamma_{i+1}^2=-2a_ib_i$ for $i=0,1,2$, whose sum is $2(a\cdot b)$. The `simp only` call does this expansion with the ten relations of `IsDirac`.

```lean
/-- The anticommutator of two slashed vectors is twice their Minkowski product. -/
theorem slash_anticommutator {γ : Fin 4 → SpinMatrix} (h : IsDirac γ) (a b : FourVector) :
    slash γ a * slash γ b + slash γ b * slash γ a = (2 * (mink a b : ℂ)) • 1 := by
  simp only [slash, mink, dotProduct, Fin.sum_univ_three, mul_sub, sub_mul, smul_mul_assoc,
    mul_smul_comm, h.sq0, h.sq1, h.sq2, h.sq3, h.a01, h.a02, h.a03, h.a12, h.a13, h.a23,
    Complex.ofReal_add, Complex.ofReal_sub, Complex.ofReal_mul]
  module
```

## (c) Moving $\gamma_5$ past a slashed vector

Show that $\gamma_5\not a=-\not a\gamma_5$.

Move one $\gamma_\mu$ from right to left through $\gamma_0\gamma_1\gamma_2\gamma_3$. It passes three different matrices, each giving a minus sign, and itself, giving none. The total sign is $(-1)^3=-1$, and linearity extends this to $\not a$. The steps `h0` to `h3` are the four cases of $\mu$.

```lean
/-- The chirality matrix anticommutes with every slashed vector. -/
theorem gamma5_slash {γ : Fin 4 → SpinMatrix} (h : IsDirac γ) (a : FourVector) :
    gamma5 γ * slash γ a = -(slash γ a * gamma5 γ) := by
  -- move each gamma matrix through the product of all four
  have h0 : γ 0 * γ 1 * γ 2 * γ 3 * γ 0 = -(γ 0 * (γ 0 * γ 1 * γ 2 * γ 3)) := by
    linear_combination (norm := noncomm_ring)
      γ 0 * γ 1 * γ 2 * h.a03 - γ 0 * γ 1 * h.a02 * γ 3 + γ 0 * h.a01 * γ 2 * γ 3
  have h1 : γ 0 * γ 1 * γ 2 * γ 3 * γ 1 = -(γ 1 * (γ 0 * γ 1 * γ 2 * γ 3)) := by
    linear_combination (norm := noncomm_ring)
      γ 0 * γ 1 * γ 2 * h.a13 - γ 0 * γ 1 * h.a12 * γ 3 + h.a01 * γ 1 * γ 2 * γ 3
  have h2 : γ 0 * γ 1 * γ 2 * γ 3 * γ 2 = -(γ 2 * (γ 0 * γ 1 * γ 2 * γ 3)) := by
    linear_combination (norm := noncomm_ring)
      γ 0 * γ 1 * γ 2 * h.a23 - γ 0 * h.a12 * γ 2 * γ 3 + h.a02 * γ 1 * γ 2 * γ 3
  have h3 : γ 0 * γ 1 * γ 2 * γ 3 * γ 3 = -(γ 3 * (γ 0 * γ 1 * γ 2 * γ 3)) := by
    linear_combination (norm := noncomm_ring)
      γ 0 * γ 1 * h.a23 * γ 3 - γ 0 * h.a13 * γ 2 * γ 3 + h.a03 * γ 1 * γ 2 * γ 3
  simp only [gamma5, slash, mul_sub, sub_mul, smul_mul_assoc, mul_smul_comm, h0, h1, h2, h3]
  module
```

## (d) An exchange on the mass shell

Let $p$ be any four-vector with $p\cdot p=m^2$. Show that
$$(\not p+m)\gamma_5\not p=-m(\not p+m)\gamma_5 .$$

Part (b) with $a=b=p$ gives $\not p^2=m^2$. By part (c),
$$(\not p+m)\gamma_5\not p=-(\not p+m)\not p\gamma_5=-(m^2+m\not p)\gamma_5=-m(\not p+m)\gamma_5 .$$
The factor $m$ on the right will cancel the $1/m$ in $s$. In the code, `hsq` is the square of $\not p$.

```lean
/-- On the mass shell, (pslash + m) gamma5 pslash = -m (pslash + m) gamma5. -/
theorem on_shell_swap {γ : Fin 4 → SpinMatrix} (h : IsDirac γ) {p : FourVector} {m : ℝ}
    (hp : mink p p = m ^ 2) :
    (slash γ p + (m : ℂ) • 1) * (gamma5 γ * slash γ p) =
      -((m : ℂ) • ((slash γ p + (m : ℂ) • 1) * gamma5 γ)) := by
  have hsq : slash γ p * slash γ p = ((m : ℂ) ^ 2) • 1 := by
    have h2 := slash_anticommutator h p p
    rw [hp, Complex.ofReal_pow] at h2
    linear_combination (norm := module) (1 / 2 : ℂ) • h2
  have hpp : slash γ p * (slash γ p * gamma5 γ) = ((m : ℂ) ^ 2) • gamma5 γ := by
    rw [← mul_assoc, hsq, smul_mul_assoc, one_mul]
  simp only [gamma5_slash h, mul_neg, add_mul, smul_mul_assoc, one_mul, hpp]
  module
```

## (e) Invariants of the spin vector

For $m\ne0$, $\mathbf n\cdot\mathbf n=1$ and $\mathbf n\cdot\mathbf t=0$, show that
$$s\cdot p=0,\qquad s\cdot s=-(z^2+\mathbf t\cdot\mathbf t).$$

Directly,
$$s\cdot p=\frac zm(qE-Eq\,\mathbf n\cdot\mathbf n)-q\,\mathbf n\cdot\mathbf t=0 ,$$
$$s\cdot s=\frac{z^2}{m^2}(q^2-E^2)-\frac{2zE}{m}\,\mathbf n\cdot\mathbf t-\mathbf t\cdot\mathbf t=-z^2-\mathbf t\cdot\mathbf t ,$$
since $E^2-q^2=m^2$. Each `linear_combination` lists the multiples of the hypotheses used.

```lean
/-- The spin vector is orthogonal to the momentum, and its square is -(z² + t²). -/
theorem spinVector_invariants {q m z : ℝ} {n t : Fin 3 → ℝ} (hm : m ≠ 0)
    (hn : n ⬝ᵥ n = 1) (ht : n ⬝ᵥ t = 0) :
    mink (spinVector q m z n t) (momentum q m n) = 0 ∧
      mink (spinVector q m z n t) (spinVector q m z n t) = -(z ^ 2 + t ⬝ᵥ t) := by
  have hE : energy q m ^ 2 = q ^ 2 + m ^ 2 := Real.sq_sqrt (by positivity)
  have hz : z / m * m = z := div_mul_cancel₀ z hm
  simp only [dotProduct, Fin.sum_univ_three] at hn ht
  simp only [mink, spinVector, momentum, dotProduct, Fin.sum_univ_three, Prod.fst_add,
    Prod.snd_add, Prod.smul_fst, Prod.smul_snd, Pi.add_apply, Pi.smul_apply, smul_eq_mul]
  generalize z / m = w at hz ⊢
  constructor
  · linear_combination (-w * energy q m * q) * hn - q * ht
  · linear_combination (-w ^ 2 * energy q m ^ 2) * hn - w ^ 2 * hE
      - 2 * w * energy q m * ht - (w * m + z) * hz
```

## (f) A form without inverse powers of the mass

Let $q>0$, $m\neq0$, $\mathbf n\cdot\mathbf n=1$ and $\ell=(1,-\mathbf n)$. Write $\not t$ for the slash of $(0,\mathbf t)$. Show that
$$\rho_m=\tfrac12(\not p+m)\Big(1-z\gamma_5+\gamma_5\not t-\frac{zm}{E+q}\gamma_5\not\ell\Big).$$

From $(E-q)(E+q)=m^2$ we get $\frac{zm}{E+q}=\frac zm(E-q)$. Therefore
$$s=\frac zm\,p-\frac{zm}{E+q}\,\ell+(0,\mathbf t).$$
The time components agree because $\frac zmE-\frac zm(E-q)=\frac zmq$, and the coefficients of $\mathbf n$ because $\frac zmq+\frac zm(E-q)=\frac zmE$. Since $p\cdot p=E^2-q^2=m^2$, part (d) turns the singular term into
$$\frac zm(\not p+m)\gamma_5\not p=-z(\not p+m)\gamma_5 .$$
The other terms carry over by part (a). In Lean, `hc` is the rewritten coefficient, `hs` the splitting of $s$ and `hp` the mass-shell condition.

```lean
/-- At finite mass the density matrix equals an expression without inverse powers of m. -/
theorem density_eq_regular {γ : Fin 4 → SpinMatrix} (h : IsDirac γ) {q m z : ℝ}
    {n t : Fin 3 → ℝ} (hq : 0 < q) (hm : m ≠ 0) (hn : n ⬝ᵥ n = 1) :
    density γ q m z n t = (1 / 2 : ℂ) • ((slash γ (momentum q m n) + (m : ℂ) • 1) *
      (1 - (z : ℂ) • gamma5 γ + gamma5 γ * slash γ (0, t) -
        ((z * m / (energy q m + q) : ℝ) : ℂ) • (gamma5 γ * slash γ (1, -n)))) := by
  have hE : energy q m ^ 2 = q ^ 2 + m ^ 2 := Real.sq_sqrt (by positivity)
  have hEq : energy q m + q ≠ 0 := (add_pos_of_nonneg_of_pos (Real.sqrt_nonneg _) hq).ne'
  have hc : z * m / (energy q m + q) = z / m * (energy q m - q) := by
    rw [div_mul_eq_mul_div, div_eq_div_iff hEq hm]
    linear_combination (-z) * hE
  -- the singular part of the spin vector is parallel to the momentum
  have hs : spinVector q m z n t = (z / m) • momentum q m n -
      (z * m / (energy q m + q)) • ((1, -n) : FourVector) + (0, t) := by
    rw [hc]
    apply Prod.ext
    · change z / m * q + 0 = z / m * energy q m - z / m * (energy q m - q) * 1 + 0
      ring
    · funext i
      change z / m * (energy q m * n i) + t i =
        z / m * (q * n i) - z / m * (energy q m - q) * (-n i) + t i
      ring
  have hp : mink (momentum q m n) (momentum q m n) = m ^ 2 := by
    simp only [mink, momentum, smul_dotProduct, dotProduct_smul, hn, smul_eq_mul]
    linear_combination hE
  have hz (Y : SpinMatrix) : ((z / m : ℝ) : ℂ) • (m : ℂ) • Y = (z : ℂ) • Y := by
    rw [smul_smul, ← Complex.ofReal_mul, div_mul_cancel₀ z hm]
  rw [density, hs, slash_combination]
  congr 1
  simp only [mul_add, mul_sub, mul_smul_comm, on_shell_swap h hp, smul_neg, hz]
  module
```

## (g) The limit of vanishing mass

Let $q>0$, $\mathbf n\cdot\mathbf n=1$ and $k=(q,q\mathbf n)$, with $z$ and $\mathbf t$ arbitrary. Show that
$$\lim_{m\downarrow0}\rho_m=\tfrac12\not k(1-z\gamma_5+\gamma_5\not t).$$

In the form found in (f), $E\to q$, so $\not p+m\to\not k$. The coefficient $\frac{zm}{E+q}$ tends to $0/(2q)=0$. Sums and products of matrices are continuous, which gives the result.

The filter `𝓝[>] 0` expresses $m\downarrow0$, and convergence is that of the matrix entries. The code proves continuity of the regular form (`hreg`), evaluates it at zero, and uses `congr'` to transfer the limit to `density`, which agrees with it for $m>0$. Orthogonality of $\mathbf t$ and $\mathbf n$ is not used.

```lean
/-- The Michel-Wightman high-energy limit: as the mass decreases to zero, the spin density
matrix tends to kslash (1 - z gamma5 + gamma5 tslash)/2. -/
theorem michel_wightman_limit {γ : Fin 4 → SpinMatrix} (h : IsDirac γ) {q : ℝ} (z : ℝ)
    {n : Fin 3 → ℝ} (t : Fin 3 → ℝ) (hq : 0 < q) (hn : n ⬝ᵥ n = 1) :
    Tendsto (fun m => density γ q m z n t) (𝓝[>] 0) (𝓝 (masslessDensity γ q z n t)) := by
  have hE : Continuous (fun m => energy q m) := by
    unfold energy
    fun_prop
  have hc : Continuous (fun m => ((z * m / (energy q m + q) : ℝ) : ℂ)) :=
    Complex.continuous_ofReal.comp ((continuous_const.mul continuous_id).div
      (hE.add continuous_const)
      (fun m => (add_pos_of_nonneg_of_pos (Real.sqrt_nonneg _) hq).ne'))
  have hP : Continuous (fun m => slash γ (momentum q m n)) := by
    simp only [slash, momentum]
    exact ((((Complex.continuous_ofReal.comp hE).smul continuous_const).sub
      continuous_const).sub continuous_const).sub continuous_const
  -- the regular form is continuous in the mass, also at zero
  have hF := ((hP.add (Complex.continuous_ofReal.smul
    (continuous_const (y := (1 : SpinMatrix))))).mul
      ((continuous_const (y := 1 - (z : ℂ) • gamma5 γ + gamma5 γ * slash γ (0, t))).sub
        (hc.smul (continuous_const (y := gamma5 γ * slash γ (1, -n)))))).const_smul (1 / 2 : ℂ)
  have hreg : Continuous (fun m : ℝ => (1 / 2 : ℂ) •
      ((slash γ (momentum q m n) + (m : ℂ) • (1 : SpinMatrix)) *
        (1 - (z : ℂ) • gamma5 γ + gamma5 γ * slash γ (0, t) -
          ((z * m / (energy q m + q) : ℝ) : ℂ) • (gamma5 γ * slash γ (1, -n))))) := hF
  have hlim := (hreg.tendsto 0).mono_left (nhdsWithin_le_nhds (s := Set.Ioi 0))
  have hE0 : energy q 0 = q := by
    rw [energy, zero_pow two_ne_zero, add_zero, Real.sqrt_sq hq.le]
  simp only [momentum, hE0, mul_zero, zero_div, Complex.ofReal_zero, zero_smul, add_zero,
    sub_zero] at hlim
  refine hlim.congr' ?_
  filter_upwards [self_mem_nhdsWithin] with m hm
  exact (density_eq_regular h hq (ne_of_gt hm) hn).symm
```

## (h) Divergence of the spin vector

For $q>0$ and $z>0$, show that the time component of $s$ tends to $+\infty$ as $m\downarrow0$.

That component is $zq/m$, a positive constant times $m^{-1}$. So the limit in (g) cannot be found by first taking the limit of $s$; the factor $\not p+m$ is needed for the cancellation.

```lean
/-- For positive longitudinal polarization the time component of the spin vector diverges
as the mass decreases to zero. -/
theorem spinVector_diverges {q z : ℝ} (n t : Fin 3 → ℝ) (hq : 0 < q) (hz : 0 < z) :
    Tendsto (fun m => (spinVector q m z n t).1) (𝓝[>] 0) atTop := by
  refine (tendsto_inv_nhdsGT_zero.const_mul_atTop (mul_pos hz hq)).congr fun m => ?_
  change z * q * m⁻¹ = z / m * q + 0
  ring
```

## (i) The massless Dirac equation on both sides

Let $\rho_0=\frac12\not k(1-z\gamma_5+\gamma_5\not t)$ with $k=(q,q\mathbf n)$, $\mathbf n\cdot\mathbf n=1$, $\mathbf n\cdot\mathbf t=0$ and $q$ any real number. For $q>0$ this is the limit found in (g). Show that
$$\not k\rho_0=0,\qquad\rho_0\not k=0 .$$

Since $k\cdot k=q^2-q^2=0$, part (b) gives $\not k^2=0$, and the first equation follows. For the second, part (c) gives $\not k\gamma_5\not k=-\not k^2\gamma_5=0$. Because $(0,\mathbf t)\cdot k=-q\,\mathbf t\cdot\mathbf n=0$, $\not t$ and $\not k$ anticommute, so
$$\not k\gamma_5\not t\not k=-\not k\gamma_5\not k\not t=0 .$$
Every term of $\rho_0\not k$ vanishes. Of the two equations, only the second uses transversality. The code names the matrices `K`, `T` and `G`, and `h1` and `h2` are the two vanishing products.

```lean
/-- For transverse t, the massless density matrix is annihilated by kslash from the left
and from the right. -/
theorem massless_equation {γ : Fin 4 → SpinMatrix} (h : IsDirac γ) (q z : ℝ)
    {n t : Fin 3 → ℝ} (hn : n ⬝ᵥ n = 1) (ht : n ⬝ᵥ t = 0) :
    slash γ (q, q • n) * masslessDensity γ q z n t = 0 ∧
      masslessDensity γ q z n t * slash γ (q, q • n) = 0 := by
  have hkk : mink (q, q • n) (q, q • n) = 0 := by
    simp only [mink, smul_dotProduct, dotProduct_smul, hn, smul_eq_mul]
    ring
  have htk : mink (0, t) (q, q • n) = 0 := by
    simp only [mink, dotProduct_smul, dotProduct_comm t n, ht, smul_eq_mul]
    ring
  have hK := slash_anticommutator h (q, q • n) (q, q • n)
  have hT := slash_anticommutator h (0, t) (q, q • n)
  have hG := gamma5_slash h (q, q • n)
  rw [hkk, Complex.ofReal_zero, mul_zero, zero_smul] at hK
  rw [htk, Complex.ofReal_zero, mul_zero, zero_smul] at hT
  unfold masslessDensity
  generalize slash γ (q, q • n) = K at *
  generalize slash γ (0, t) = T at *
  generalize gamma5 γ = G at *
  have hK2 : K * K = 0 := by
    linear_combination (norm := module) (1 / 2 : ℂ) • hK
  have h1 : K * G * K = 0 := by
    rw [mul_assoc, hG, mul_neg, ← mul_assoc, hK2, zero_mul, neg_zero]
  have h2 : K * (G * T) * K = 0 := by
    calc K * (G * T) * K = K * G * (T * K) := by simp only [mul_assoc]
      _ = -(K * G * K * T) := by
        rw [eq_neg_of_add_eq_zero_left hT, mul_neg, ← mul_assoc]
      _ = 0 := by rw [h1, zero_mul, neg_zero]
  constructor
  · rw [mul_smul_comm, ← mul_assoc, hK2, zero_mul, smul_zero]
  · simp only [smul_mul_assoc, mul_add, mul_sub, add_mul, sub_mul, mul_one, mul_smul_comm,
      hK2, h1, h2, smul_zero, sub_zero, add_zero]
```

## (j) The standard Dirac matrices

Show that the following matrices satisfy the Dirac algebra, so that the results above apply to them.

```lean
/-- The gamma matrices in the standard Dirac representation. -/
def diracGamma : Fin 4 → SpinMatrix :=
  ![!![1, 0, 0, 0; 0, 1, 0, 0; 0, 0, -1, 0; 0, 0, 0, -1],
    !![0, 0, 0, 1; 0, 0, 1, 0; 0, -1, 0, 0; -1, 0, 0, 0],
    !![0, 0, 0, -Complex.I; 0, 0, Complex.I, 0; 0, Complex.I, 0, 0; -Complex.I, 0, 0, 0],
    !![0, 0, 1, 0; 0, 0, 0, -1; -1, 0, 0, 0; 0, 1, 0, 0]]
```

In $2\times2$ blocks, with Pauli matrices $\sigma_j$ and $j=1,2,3$,
$$\gamma_0=\begin{pmatrix}1&0\\0&-1\end{pmatrix},\qquad\gamma_j=\begin{pmatrix}0&\sigma_j\\-\sigma_j&0\end{pmatrix}.$$
Then $\gamma_0^2=1$, and $\gamma_j^2=-1$ because $\sigma_j^2=1$. The product $\gamma_0\gamma_j$ has $\sigma_j$ in both off-diagonal blocks, while $\gamma_j\gamma_0$ has $-\sigma_j$ there. For $j\ne l$, $\gamma_j\gamma_l$ has $-\sigma_j\sigma_l$ in both diagonal blocks, which changes sign when $j$ and $l$ are exchanged. Lean checks the ten relations entry by entry.

```lean
/-- The standard Dirac matrices satisfy the Dirac algebra. -/
theorem diracGamma_witness : IsDirac diracGamma := by
  constructor <;> ext i j <;> fin_cases i <;> fin_cases j <;>
    simp [diracGamma, Matrix.mul_apply, Fin.sum_univ_succ]

end MichelWightmanLimit
```

```lean
#print axioms MichelWightmanLimit.spinVector_invariants
#print axioms MichelWightmanLimit.michel_wightman_limit
#print axioms MichelWightmanLimit.spinVector_diverges
#print axioms MichelWightmanLimit.massless_equation
```

```
'MichelWightmanLimit.spinVector_invariants' depends on axioms: [propext, Classical.choice, Quot.sound]
'MichelWightmanLimit.michel_wightman_limit' depends on axioms: [propext, Classical.choice, Quot.sound]
'MichelWightmanLimit.spinVector_diverges' depends on axioms: [propext, Classical.choice, Quot.sound]
'MichelWightmanLimit.massless_equation' depends on axioms: [propext, Classical.choice, Quot.sound]
```
